# The pseudo-large component of the κ = −1 Dirac–Coulomb solution r^(γ−1) e^(−Zr) is finite at a point nucleus for 0 < Z < c

I work in atomic units with one electron in the potential V = −Z/r of a point nucleus of charge Z. The speed of light is c, and the energy E is measured from the rest energy. In the modified Dirac equation the small component ψˢ is replaced by a pseudo-large component φᴸ, defined by ψˢ = (σ·p) φᴸ / (2c), with σ the Pauli matrices and p the momentum. For the 1s-type state and 0 < Z < c, the large and small radial functions both behave as r^(γ−1) with γ = √(1 − (Z/c)²) < 1, so both diverge at the nucleus. The pseudo-large component φᴸ comes from ψˢ by an integration and stays finite there. This is proved below for an explicit solution, together with the limit of φᴸ as r → 0⁺, and the statements about the radial functions are checked in Lean.

## Radial functions and sign convention

Write ψᴸ = F(r) χ₋₁ for the large component, ψˢ = i G(r) χ₊₁ and φᴸ = Φ(r) χ₋₁, where χ_κ is the spin-angular function with quantum number κ and the phase is fixed by (σ·r̂) χ_κ = −χ_(−κ), r̂ being the radial unit vector. The radial functions are not multiplied by r. With this phase

(σ·p) [u(r) χ_κ] = i (u′ + (1 + κ) u/r) χ_(−κ)

for a radial function u. The Dirac equations c (σ·p) ψᴸ = (E − V + 2c²) ψˢ and c (σ·p) ψˢ = (E − V) ψᴸ become

c F′ = (E + Z/r + 2c²) G

c (G′ + 2G/r) = −(E + Z/r) F

and the definition of the pseudo-large component becomes

Φ′ = 2c G.

For a general exponent g the two functions to study are

R(r) = r^(g−1) e^(−Zr),  φ(r) = ∫_r^∞ R(s) ds.

## The tail integral near r = 0

Let Z > 0 and g > 0, and let Γ be Euler's gamma function. The substitution t = Zs gives

∫_0^∞ s^(g−1) e^(−Zs) ds = Z^(−g) ∫_0^∞ t^(g−1) e^(−t) dt = Γ(g)/Z^g.

Splitting the half-line at r ≥ 0,

φ(r) = Γ(g)/Z^g − ∫_0^r R(s) ds.

R is continuous at every r > 0, so the fundamental theorem of calculus gives φ′(r) = −R(r). As r → ∞ the subtracted integral tends to Γ(g)/Z^g, and φ → 0. For small r, the inequality 0 < e^(−Zs) ≤ 1 gives

0 ≤ ∫_0^r R(s) ds ≤ ∫_0^r s^(g−1) ds = r^g/g,

and therefore

Γ(g)/Z^g − r^g/g ≤ φ(r) ≤ Γ(g)/Z^g.

Since r^g → 0 as r → 0⁺, φ tends to Γ(g)/Z^g. If also g < 1, then r^(g−1) = (1/r)^(1−g) → +∞ while e^(−Zr) → 1, so R → +∞.

## The Coulomb solution and its pseudo-large component

Let 0 < Z < c. This condition keeps the exponent γ = √(1 − (Z/c)²) real and positive. For Z > c the exponent is not real. At Z = c it is 0; the functions F and G below then still solve the radial equations, but ∫_r^∞ s^(−1) e^(−Zs) ds diverges logarithmically as r → 0⁺, so Φ is not finite at the nucleus. The condition 0 < Z < c gives 0 < γ < 1 and c²(1 − γ²) = Z². Put

k = Z / (c(1 + γ)),  E = c²(γ − 1),  F = r^(γ−1) e^(−Zr),  G = −k F.

Two identities do the work. The first, k c (1 + γ) = Z, is the definition of k. The second, k Z = c(1 − γ), follows from Z² = c²(1 − γ)(1 + γ). The logarithmic derivative is F′/F = (γ − 1)/r − Z. In the first radial equation E + 2c² = c²(1 + γ), so

(E + Z/r + 2c²) G = −[k c²(1 + γ) + kZ/r] F = [−cZ + c(γ − 1)/r] F = c F′.

In the second,

c (G′ + 2G/r) = −c k [(γ + 1)/r − Z] F = [−Z/r + c²(1 − γ)] F = −(E + Z/r) F.

The defining relation reads Φ′ = −2c k F, and 2c k = 2Z/(1 + γ). It leaves an additive constant in Φ free, since such a constant does not change ψˢ. Choosing the constant so that Φ decays at infinity gives Φ = 2Z/(1 + γ) · φ with g = γ. Hence, as r → 0⁺,

Φ → 2Z/(1 + γ) · Γ(γ)/Z^γ,  F → +∞,  G → −∞.

These functions are unnormalised. With k² = (1 − γ)/(1 + γ) one has 1 + k² = 2/(1 + γ), and ∫_0^∞ (F² + G²) r² dr = (1 + k²) Γ(2γ + 1)/(2Z)^(2γ+1), so normalising this integral to 1 calls for the common factor

N = √[ (1 + γ)(2Z)^(2γ+1) / (2 Γ(2γ + 1)) ],

and the normalised value at the nucleus is N · 2Z/(1 + γ) · Γ(γ)/Z^γ. The factor N and the reduction from spinors to radial equations rest on ordinary calculation, with the formula for σ·p quoted as standard, and appear in no Lean theorem below.

For this one-electron, point-nucleus, κ = −1 state, the function that the modified Dirac equation and NESC (normalised elimination of the small component) schemes expand in a basis in place of ψˢ is bounded at the nucleus, while its slope Φ′ = 2cG and the large component F still diverge there.

## The Lean file

```lean
import Mathlib

open Real Set Filter Topology MeasureTheory

namespace PseudoLargeComponent

noncomputable section

/-- The radial function `r^(g-1) exp(-Z r)`. -/
def radial (Z g r : ℝ) : ℝ := r ^ (g - 1) * exp (-(Z * r))

/-- The integral of the radial function from `r` to infinity. -/
def phi (Z g r : ℝ) : ℝ := ∫ s in Ioi r, radial Z g s

/-- The exponent `γ = sqrt(1 - (Z/c)²)` for nuclear charge `Z` and speed of light `c`. -/
def gam (Z c : ℝ) : ℝ := Real.sqrt (1 - (Z / c) ^ 2)

/-- The ratio `Z / (c (1 + γ))` of small to large amplitude. -/
def ratio (Z c : ℝ) : ℝ := Z / (c * (1 + gam Z c))

/-- The energy `c² (γ - 1)`, measured from the rest energy. -/
def energy (Z c : ℝ) : ℝ := c ^ 2 * (gam Z c - 1)

/-- The radial large component `r^(γ-1) exp(-Z r)`. -/
def large (Z c r : ℝ) : ℝ := radial Z (gam Z c) r

/-- The radial small component `-Z / (c (1 + γ)) · r^(γ-1) exp(-Z r)`. -/
def small (Z c r : ℝ) : ℝ := -ratio Z c * radial Z (gam Z c) r

/-- The radial pseudo-large component, `2Z / (1 + γ)` times `phi` with exponent `γ`. -/
def pseudoLarge (Z c r : ℝ) : ℝ := 2 * Z / (1 + gam Z c) * phi Z (gam Z c) r

variable {Z g c r : ℝ}

/-- For `Z, g > 0` the radial function is integrable on `(0, ∞)`, with integral `Γ(g)/Z^g`. -/
theorem radial_integral (hZ : 0 < Z) (hg : 0 < g) :
    IntegrableOn (radial Z g) (Ioi 0) ∧ ∫ s in Ioi (0 : ℝ), radial Z g s = Gamma g / Z ^ g := by
  have h : ∫ s in Ioi (0 : ℝ), radial Z g s = Gamma g / Z ^ g := by
    unfold radial
    rw [integral_rpow_mul_exp_neg_mul_Ioi hg hZ, one_div, Real.inv_rpow hZ.le]
    ring
  refine ⟨?_, h⟩
  -- the value is positive, which a non-integrable function cannot give
  by_contra hn
  have h0 : ∫ s in Ioi (0 : ℝ), radial Z g s = 0 := integral_undef hn
  have hp : 0 < Gamma g / Z ^ g := div_pos (Gamma_pos_of_pos hg) (rpow_pos_of_pos hZ g)
  linarith

/-- For `r ≥ 0`, `phi(r)` is `Γ(g)/Z^g` minus the integral of the radial function on `[0, r]`. -/
theorem phi_eq (hZ : 0 < Z) (hg : 0 < g) (hr : 0 ≤ r) :
    phi Z g r = Gamma g / Z ^ g - ∫ s in (0 : ℝ)..r, radial Z g s := by
  obtain ⟨hi, hv⟩ := radial_integral hZ hg
  have hd : Disjoint (Ioc 0 r) (Ioi r) :=
    Set.disjoint_left.mpr (fun x h1 h2 => not_lt.mpr h1.2 h2)
  have hu : ∫ s in Ioc 0 r ∪ Ioi r, radial Z g s
      = (∫ s in Ioc 0 r, radial Z g s) + ∫ s in Ioi r, radial Z g s :=
    setIntegral_union hd measurableSet_Ioi (hi.mono_set Ioc_subset_Ioi_self)
      (hi.mono_set (Ioi_subset_Ioi hr))
  rw [Ioc_union_Ioi_eq_Ioi hr, hv] at hu
  rw [intervalIntegral.integral_of_le hr]
  unfold phi
  linarith

/-- For `r > 0` the derivative of `phi` is minus the radial function. -/
theorem phi_hasDerivAt (hZ : 0 < Z) (hg : 0 < g) (hr : 0 < r) :
    HasDerivAt (phi Z g) (-radial Z g r) r := by
  have hint : IntervalIntegrable (radial Z g) volume 0 r :=
    (intervalIntegrable_iff_integrableOn_Ioc_of_le hr.le).mpr
      ((radial_integral hZ hg).1.mono_set Ioc_subset_Ioi_self)
  have h1 : Measurable fun s : ℝ => s ^ (g - 1) := measurable_id.pow_const _
  have h2 : Continuous fun s : ℝ => exp (-(Z * s)) := by fun_prop
  have hm : Measurable (radial Z g) := h1.mul h2.measurable
  have hc : ContinuousAt (radial Z g) r :=
    (Real.continuousAt_rpow_const r (g - 1) (Or.inl hr.ne')).mul h2.continuousAt
  -- fundamental theorem of calculus for the integral from 0 to r
  have h := (intervalIntegral.integral_hasDerivAt_right hint
    hm.stronglyMeasurable.stronglyMeasurableAtFilter hc).const_sub (Gamma g / Z ^ g)
  refine h.congr_of_eventuallyEq ?_
  filter_upwards [Ioi_mem_nhds hr] with x hx
  exact phi_eq hZ hg (le_of_lt hx)

/-- For `r ≥ 0`, `phi(r)` lies between `Γ(g)/Z^g - r^g/g` and `Γ(g)/Z^g`. -/
theorem phi_bounds (hZ : 0 < Z) (hg : 0 < g) (hr : 0 ≤ r) :
    Gamma g / Z ^ g - r ^ g / g ≤ phi Z g r ∧ phi Z g r ≤ Gamma g / Z ^ g := by
  have hint : IntervalIntegrable (radial Z g) volume 0 r :=
    (intervalIntegrable_iff_integrableOn_Ioc_of_le hr).mpr
      ((radial_integral hZ hg).1.mono_set Ioc_subset_Ioi_self)
  have hlt : -1 < g - 1 := by linarith
  have h0 : 0 ≤ ∫ s in (0 : ℝ)..r, radial Z g s :=
    intervalIntegral.integral_nonneg hr
      (fun s hs => mul_nonneg (rpow_nonneg hs.1 _) (exp_pos _).le)
  -- dropping the exponential leaves a pure power
  have h1 : ∫ s in (0 : ℝ)..r, radial Z g s ≤ ∫ s in (0 : ℝ)..r, s ^ (g - 1) :=
    intervalIntegral.integral_mono_on hr hint (intervalIntegral.intervalIntegrable_rpow' hlt)
      (fun s hs => mul_le_of_le_one_right (rpow_nonneg hs.1 _)
        (Real.exp_le_one_iff.mpr (neg_nonpos.mpr (mul_nonneg hZ.le hs.1))))
  have h2 : ∫ s in (0 : ℝ)..r, s ^ (g - 1) = r ^ g / g := by
    rw [integral_rpow (Or.inl hlt), sub_add_cancel, zero_rpow hg.ne', sub_zero]
  rw [phi_eq hZ hg hr]
  constructor <;> linarith

/-- `phi(r)` tends to zero as `r` tends to infinity. -/
theorem phi_tendsto_atTop (hZ : 0 < Z) (hg : 0 < g) : Tendsto (phi Z g) atTop (𝓝 0) := by
  obtain ⟨hi, hv⟩ := radial_integral hZ hg
  have h : Tendsto (fun x : ℝ => Gamma g / Z ^ g - ∫ s in (0 : ℝ)..x, radial Z g s) atTop
      (𝓝 (Gamma g / Z ^ g - ∫ s in Ioi (0 : ℝ), radial Z g s)) :=
    (intervalIntegral_tendsto_integral_Ioi 0 hi tendsto_id).const_sub _
  rw [hv, sub_self] at h
  refine h.congr' ?_
  filter_upwards [eventually_ge_atTop (0 : ℝ)] with x hx
  exact (phi_eq hZ hg hx).symm

/-- For `g < 1` the radial function tends to infinity as `r` tends to zero from above. -/
theorem radial_tendsto_nucleus (Z : ℝ) (hg : g < 1) :
    Tendsto (radial Z g) (𝓝[>] 0) atTop := by
  have hp : 0 < 1 - g := by linarith
  have h1 : Tendsto (fun x : ℝ => x ^ (g - 1)) (𝓝[>] 0) atTop := by
    refine ((tendsto_rpow_atTop hp).comp tendsto_inv_nhdsGT_zero).congr' ?_
    filter_upwards [self_mem_nhdsWithin] with x hx
    show (x⁻¹) ^ (1 - g) = x ^ (g - 1)
    rw [Real.inv_rpow (le_of_lt hx), ← Real.rpow_neg (le_of_lt hx), neg_sub]
  have hc : Continuous fun s : ℝ => exp (-(Z * s)) := by fun_prop
  have h2 : Tendsto (fun s : ℝ => exp (-(Z * s))) (𝓝[>] 0) (𝓝 (exp (-(Z * 0)))) :=
    (hc.tendsto 0).mono_left nhdsWithin_le_nhds
  exact h1.atTop_mul_pos (exp_pos _) h2

/-- For `Z > 0` and `0 < g < 1`: the radial function is integrable on `(0, ∞)`, `phi' = -r^(g-1)
exp(-Zr)` for `r > 0`, and as `r → 0⁺` `phi` tends to `Γ(g)/Z^g` while the radial function diverges.
-/
theorem phi_finite_at_nucleus (hZ : 0 < Z) (hg : 0 < g) (hg1 : g < 1) :
    IntegrableOn (radial Z g) (Ioi 0) ∧
    (∀ r, 0 < r → HasDerivAt (phi Z g) (-radial Z g r) r) ∧
    Tendsto (phi Z g) (𝓝[>] 0) (𝓝 (Gamma g / Z ^ g)) ∧
    Tendsto (radial Z g) (𝓝[>] 0) atTop := by
  refine ⟨(radial_integral hZ hg).1, fun r hr => phi_hasDerivAt hZ hg hr, ?_,
    radial_tendsto_nucleus Z hg1⟩
  have hc : ContinuousAt (fun x : ℝ => x ^ g) 0 :=
    Real.continuousAt_rpow_const 0 g (Or.inr hg.le)
  have h1 : Tendsto (fun x : ℝ => x ^ g) (𝓝[>] 0) (𝓝 0) := by
    have h := hc.tendsto.mono_left (nhdsWithin_le_nhds (s := Ioi 0))
    simpa [zero_rpow hg.ne'] using h
  have hlow : Tendsto (fun x : ℝ => Gamma g / Z ^ g - x ^ g / g) (𝓝[>] 0)
      (𝓝 (Gamma g / Z ^ g)) := by
    simpa using (h1.div_const g).const_sub (Gamma g / Z ^ g)
  -- squeeze between the two bounds
  refine tendsto_of_tendsto_of_tendsto_of_le_of_le' hlow tendsto_const_nhds ?_ ?_
  · filter_upwards [self_mem_nhdsWithin] with x hx
    exact (phi_bounds hZ hg (le_of_lt hx)).1
  · filter_upwards [self_mem_nhdsWithin] with x hx
    exact (phi_bounds hZ hg (le_of_lt hx)).2

/-- For `0 < Z < c` the exponent satisfies `0 < γ < 1` and `c² (1 - γ²) = Z²`. -/
theorem gam_spec (hZ : 0 < Z) (hc : Z < c) :
    0 < gam Z c ∧ gam Z c < 1 ∧ c ^ 2 * (1 - gam Z c ^ 2) = Z ^ 2 := by
  have hc0 : 0 < c := hZ.trans hc
  have h0 : 0 < Z / c := div_pos hZ hc0
  have h1 : Z / c < 1 := (div_lt_one hc0).mpr hc
  have hp : 0 < 1 - (Z / c) ^ 2 := by nlinarith
  have hq : 0 < (Z / c) ^ 2 := by positivity
  have hs : gam Z c ^ 2 = 1 - (Z / c) ^ 2 := Real.sq_sqrt hp.le
  have he : c * (Z / c) = Z := by field_simp
  refine ⟨Real.sqrt_pos.mpr hp, by nlinarith [sq_nonneg (gam Z c - 1)], ?_⟩
  rw [hs]
  linear_combination (c * (Z / c) + Z) * he

/-- For `0 < Z < c` and `r > 0` the large and small components solve the `κ = -1` radial Dirac
equations in the potential `-Z/r` with energy `c² (γ - 1)`. -/
theorem radial_dirac (hZ : 0 < Z) (hc : Z < c) (hr : 0 < r) :
    ∃ f' g' : ℝ, HasDerivAt (large Z c) f' r ∧ HasDerivAt (small Z c) g' r ∧
      c * f' = (energy Z c + Z / r + 2 * c ^ 2) * small Z c r ∧
      c * (g' + 2 * small Z c r / r) = -(energy Z c + Z / r) * large Z c r := by
  obtain ⟨hg, -, hs⟩ := gam_spec hZ hc
  have hc0 : 0 < c := hZ.trans hc
  have hne : c * (1 + gam Z c) ≠ 0 := by positivity
  have hk : ratio Z c * (c * (1 + gam Z c)) = Z := div_mul_cancel₀ Z hne
  have hk2 : ratio Z c * Z = c * (1 - gam Z c) :=
    mul_right_cancel₀ hne (by linear_combination Z * hk - hs)
  have h1 : HasDerivAt (fun s : ℝ => s ^ (gam Z c - 1))
      ((gam Z c - 1) * r ^ (gam Z c - 1 - 1)) r := Real.hasDerivAt_rpow_const (Or.inl hr.ne')
  rw [Real.rpow_sub_one hr.ne' (gam Z c - 1)] at h1
  have h0 : HasDerivAt (fun s : ℝ => -(Z * s)) (-Z) r := by
    simpa using (hasDerivAt_id r).const_mul (-Z)
  -- logarithmic derivative (γ - 1)/r - Z
  have hf : HasDerivAt (radial Z (gam Z c))
      (((gam Z c - 1) / r - Z) * radial Z (gam Z c) r) r := by
    have h := h1.fun_mul h0.exp
    refine h.congr_deriv ?_
    simp only [radial]
    ring
  refine ⟨_, _, hf, hf.const_mul (-ratio Z c), ?_, ?_⟩
  · unfold energy small
    linear_combination (radial Z (gam Z c) r / r) * hk2 + (radial Z (gam Z c) r * c) * hk
  · unfold energy small large
    linear_combination -(radial Z (gam Z c) r / r) * hk + (radial Z (gam Z c) r * c) * hk2

/-- For `0 < Z < c` the pseudo-large component has derivative `2c` times the small component,
vanishes at infinity and tends to `2Z/(1+γ) · Γ(γ)/Z^γ` as `r → 0⁺`, where the large component
tends to `+∞` and the small one to `-∞`. -/
theorem pseudoLarge_finite (hZ : 0 < Z) (hc : Z < c) :
    (∀ r, 0 < r → HasDerivAt (pseudoLarge Z c) (2 * c * small Z c r) r) ∧
    Tendsto (pseudoLarge Z c) atTop (𝓝 0) ∧
    Tendsto (pseudoLarge Z c) (𝓝[>] 0)
      (𝓝 (2 * Z / (1 + gam Z c) * (Gamma (gam Z c) / Z ^ gam Z c))) ∧
    Tendsto (large Z c) (𝓝[>] 0) atTop ∧ Tendsto (small Z c) (𝓝[>] 0) atBot := by
  obtain ⟨hg, hg1, -⟩ := gam_spec hZ hc
  obtain ⟨-, hd, hl, hdiv⟩ := phi_finite_at_nucleus hZ hg hg1
  have hc0 : 0 < c := hZ.trans hc
  have h2 : 2 * Z / (1 + gam Z c) = 2 * c * ratio Z c := by
    unfold ratio
    field_simp
  have hpos : 0 < ratio Z c := div_pos hZ (by positivity)
  refine ⟨fun r hr => ?_, ?_, hl.const_mul _, hdiv,
    Tendsto.const_mul_atTop_of_neg (neg_lt_zero.mpr hpos) hdiv⟩
  · refine ((hd r hr).const_mul (2 * Z / (1 + gam Z c))).congr_deriv ?_
    rw [h2]
    unfold small
    ring
  · have h := (phi_tendsto_atTop hZ hg).const_mul (2 * Z / (1 + gam Z c))
    rw [mul_zero] at h
    exact h

end

end PseudoLargeComponent
```

```lean
#print axioms PseudoLargeComponent.radial_dirac
-- 'PseudoLargeComponent.radial_dirac' depends on axioms: [propext, Classical.choice, Quot.sound]
#print axioms PseudoLargeComponent.pseudoLarge_finite
-- 'PseudoLargeComponent.pseudoLarge_finite' depends on axioms: [propext, Classical.choice, Quot.sound]
```

## What the definitions and theorems say

`radial Z g r` is R(r), and `phi Z g r` is its Lebesgue integral over `Ioi r`, the interval (r, ∞). `gam`, `ratio` and `energy` are γ, k and E; `large`, `small` and `pseudoLarge` are F, G and Φ. All are real functions of real arguments, and c is a free parameter. The filter `𝓝[>] 0` expresses r → 0⁺, `atTop` and `atBot` stand for +∞ and −∞, and `HasDerivAt u d r` says that u is differentiable at r with derivative d. The lemmas `phi_eq`, `phi_hasDerivAt`, `phi_bounds` and `phi_tendsto_atTop` all assume Z > 0 and g > 0, which their docstrings leave out.

`phi_finite_at_nucleus` assumes Z > 0 and 0 < g < 1 and states four things: R is integrable on (0, ∞), φ′(r) = −R(r) for each r > 0, φ → Γ(g)/Z^g and R → +∞ as r → 0⁺. The integrability clause matters because Lean assigns the value 0 to the integral of a non-integrable function, and the clause shows that `phi` is a convergent integral for r ≥ 0.

`radial_dirac` assumes 0 < Z < c and r > 0. It states that there are numbers `f'` and `g'`, the derivatives F′(r) and G′(r), satisfying the two radial equations; this `g'` is unrelated to the exponent `g`. `pseudoLarge_finite` states, under 0 < Z < c, that Φ′ = 2cG for r > 0, that Φ → 0 at infinity, and the three limits at the nucleus.

The radial equations are taken as the model. The theorems verify one explicit solution of them; they do not say that it is the lowest bound state, that it is square-integrable, or that Φ is the unique decaying function with derivative 2cG. Other values of κ, excited states, an extended nucleus and the matrix equations of NESC are not treated.

## How the proof runs

`radial_integral` takes the value Γ(g)/Z^g from Mathlib's `integral_rpow_mul_exp_neg_mul_Ioi`, which is the substitution step. Integrability is then obtained by contradiction: failure would make the integral zero through `integral_undef`, whereas `hp` shows the value to be positive.

`phi_eq` is the splitting of the half-line. The sets (0, r] and (r, ∞) are disjoint (`hd`), `setIntegral_union` adds the two integrals, and their union is (0, ∞).

`phi_hasDerivAt` supplies the three inputs of `intervalIntegral.integral_hasDerivAt_right`: integrability on [0, r], measurability of R, and continuity at r. Subtracting from the constant flips the sign. A derivative depends on values near r, so `congr_of_eventuallyEq` is used with `phi_eq` at all positive x close to r.

`phi_bounds` follows the estimate line by line: `h0` is the lower bound 0, `h1` replaces the exponential by 1, and `h2` evaluates the power integral as r^g/g, which needs g − 1 > −1. `phi_tendsto_atTop` lets the upper limit in `phi_eq` go to infinity. `radial_tendsto_nucleus` rewrites x^(g−1) as (1/x)^(1−g) and multiplies by a factor with a positive limit; it uses g < 1 only and holds for every real Z.

`phi_finite_at_nucleus` collects these and adds the squeeze. `h1` is x^g → 0, `hlow` is the limit of the lower bound, and `tendsto_of_tendsto_of_tendsto_of_le_of_le'` traps φ between the two bounds. The hypothesis `hg1` enters only in the divergence of R.

`gam_spec` starts from γ² = 1 − (Z/c)². The hint `sq_nonneg (gam Z c - 1)` gives 2γ ≤ γ² + 1 < 2, hence γ < 1.

In `radial_dirac`, `hk` and `hk2` are the two identities for k, and `hf` is the logarithmic derivative, obtained from the product rule. Each `linear_combination` matches the 1/r terms and the constant terms separately. In the first equation `hk2` times F/r settles the 1/r terms and `hk` times cF the constant ones; in the second the two identities exchange roles.

`pseudoLarge_finite` applies the general theorem at g = γ and multiplies by 2Z/(1 + γ), which `h2` identifies with 2ck. The limit −∞ of G follows from F → +∞ and −k < 0.
